# The total optical weight of a multi-carrier Drude conductivity is independent of its positive scattering rates

## Drude poles and their weights

Let $w$ be a real angular frequency, and let fields vary in time as $e^{-iwt}$. Each carrier species $j$, from a finite set, has a real weight $D_j$ and a scattering rate $g_j>0$. Its response and the total conductivity are

$$\sigma_j(w)=\frac{D_j}{g_j-iw},\qquad \sigma(w)=\sum_j \sigma_j(w).$$

For classical carriers of density $n_j$, charge $q_j$ and mass $m_j$, the weight is $D_j=n_jq_j^2/m_j$ in SI units. Some authors include a factor of $\pi$ in the Drude weight; here there is none. The rate $g_j$ stands for the relaxation of the current by collisions, and it is taken to be independent of frequency. The real part of $\sigma$ describes absorption, and the word "weight", when used of a frequency range, means the integral of this real part over the range.

The claim is that $\operatorname{Re}\sigma$ is integrable on $(0,\infty)$, with

$$\int_0^\infty \operatorname{Re}\sigma(w)\,dw=\frac{\pi}{2}\sum_j D_j,$$

and that each term $j$ has half of its own weight below $w=g_j$. The weights may have either sign.

## From the Lorentzian to the arctangent

Take one term and drop the index. Multiplying numerator and denominator by $g+iw$ gives

$$\frac{D}{g-iw}=\frac{D(g+iw)}{g^2+w^2},\qquad \operatorname{Re}\frac{D}{g-iw}=\frac{Dg}{g^2+w^2}.$$

This is a Lorentzian centred at zero frequency. By the chain rule,

$$\frac{d}{dw}\arctan\frac{w}{g}=\frac{1}{1+w^2/g^2}\cdot\frac1g=\frac{g}{g^2+w^2},$$

so the weight below a cutoff $W$ is

$$\int_0^W\frac{Dg}{g^2+w^2}\,dw=D\arctan\frac Wg.$$

As $W\to\infty$ the arctangent tends to $\pi/2$. Since $g/(g^2+w^2)$ is positive and its integrals up to $W$ stay bounded, it is integrable on $(0,\infty)$, and so is its multiple by $D$. The total weight is $\pi D/2$, from which $g$ has disappeared. At $W=g$ the partial weight is $D\arctan 1=\pi D/4$, half of the total. If $D\neq0$, no other cutoff does this, because the arctangent takes the value $\pi/4$ only at $1$.

For several carriers, adding the finitely many terms gives the total stated above and the partial sum rule

$$\int_0^W\operatorname{Re}\sigma(w)\,dw=\sum_j D_j\arctan\frac{W}{g_j}.$$

Now suppose that $D_j\ge0$ and $a\le g_j\le b$ for all $j$. Then $a/g_j\le1\le b/g_j$, and since the arctangent is increasing,

$$\sum_jD_j\arctan\frac a{g_j}\;\le\;\frac\pi4\sum_jD_j\;\le\;\sum_jD_j\arctan\frac b{g_j}.$$

The middle expression is half of the total weight. At most half of the weight therefore lies below $a$, and at least half lies below $b$.

The same primitive yields the other quantiles of a single term. For $0<p<1$ and $D\ne0$, solving $\arctan(W/g)=p\pi/2$ puts the fraction $p$ of the weight below $W=g\tan(p\pi/2)$. Ninety per cent of it, for instance, lies below about $6.3\,g$. This formula is a by-product of the hand derivation and is not stated in the Lean code.

For a spectrum that is well described by finitely many Drude poles with constant rates, the sum rule gives $\sum_jD_j$ from the integral of $\operatorname{Re}\sigma$ over all positive frequencies, without knowledge of the rates. If the integral stops at a cutoff $W$, the weight missed does depend on the rates; for $W>0$ it is the total minus the partial sum, $\sum_jD_j\arctan(g_j/W)$, and can be computed once the individual $D_j$ and $g_j$ are known. The f-sum rule for interacting electrons rests on commutation relations and covers interband absorption as well; the calculation here integrates a given model function.

## The conductivity in Lean

The development uses Mathlib's measure theory and opens the notation for integrals, sets and limits.

```lean
import Mathlib

open MeasureTheory Set Filter Topology
open scoped Real

namespace DrudeSumRule

noncomputable section
```

A single pole is a complex-valued function of three real numbers. The sign in `g - i w` fixes the time convention.

```lean
/-- The Drude response `D / (g - i w)` of one carrier species with weight `D` and scattering
rate `g` at frequency `w`; its domain is `g` and `w` not both zero. -/
def drudeTerm (D g w : ℝ) : ℂ := (D : ℂ) / ((g : ℂ) - Complex.I * (w : ℂ))
```

The species are labelled by a finite type `ι`, and `D` and `g` are functions on it. Nothing requires the rates to be different. The type may also be empty, in which case the conductivity is zero.

```lean
/-- The multi-carrier conductivity, a finite sum of Drude terms with weights `D j` and
rates `g j`; its domain is that of all its terms. -/
def conductivity {ι : Type*} [Fintype ι] (D g : ι → ℝ) (w : ℝ) : ℂ :=
  ∑ j, drudeTerm (D j) (g j) w
```

Positivity of the rates is not part of these definitions; it enters as a hypothesis of every theorem after the formula for the real part. The collisionless limit $g_j\to0$, in which the absorption contracts to a delta function at zero frequency, is therefore not covered, nor are frequency-dependent rates.

## The weight of one carrier

The first lemma computes the real part. It evaluates the squared modulus of the denominator as $g^2+w^2$ and then uses the formula for the real part of a quotient, which amounts to multiplying by the conjugate.

```lean
/-- The real part of a Drude term is `D * (g / (g² + w²))`; for `g > 0` and `D ≠ 0` this is a
Lorentzian in `w` centred at zero frequency. -/
theorem drudeTerm_re (D g w : ℝ) :
    (drudeTerm D g w).re = D * (g / (g ^ 2 + w ^ 2)) := by
  have hn : Complex.normSq ((g : ℂ) - Complex.I * (w : ℂ)) = g ^ 2 + w ^ 2 := by
    simp only [Complex.normSq_apply, Complex.sub_re, Complex.sub_im, Complex.mul_re,
      Complex.mul_im, Complex.ofReal_re, Complex.ofReal_im, Complex.I_re, Complex.I_im]
    ring
  rw [drudeTerm, Complex.div_re, hn]
  simp only [Complex.sub_re, Complex.mul_re, Complex.ofReal_re, Complex.ofReal_im,
    Complex.I_re, Complex.I_im]
  ring
```

Next comes the primitive. The chain rule gives the derivative in the form $\frac{1}{1+(w/g)^2}\cdot\frac1g$. The remaining lines clear the denominators and use $(w/g)\,g=w$ to identify this with the Lorentzian.

```lean
/-- For a positive rate `g`, the function `arctan (w / g)` is a primitive of the Lorentzian
`g / (g² + w²)`. -/
theorem hasDerivAt_arctan_div {g : ℝ} (hg : 0 < g) (w : ℝ) :
    HasDerivAt (fun x : ℝ => Real.arctan (x / g)) (g / (g ^ 2 + w ^ 2)) w := by
  refine HasDerivAt.congr_deriv ((hasDerivAt_id' w).div_const g).arctan ?_
  have h1 : (1 + (w / g) ^ 2) * g ≠ 0 := by positivity
  have h2 : g ^ 2 + w ^ 2 ≠ 0 := by positivity
  have hw : w / g * g = w := div_mul_cancel₀ w hg.ne'
  rw [div_mul_div_comm, div_eq_div_iff h1 h2]
  generalize w / g = t at hw ⊢
  linear_combination (-(t * g + w)) * hw
```

Continuity follows because the denominator $g^2+w^2$ never vanishes when $g>0$. It supplies the integrability needed on bounded intervals.

```lean
/-- For a positive rate, the absorptive part of a Drude term is continuous in frequency. -/
theorem continuous_drudeTerm_re (D : ℝ) {g : ℝ} (hg : 0 < g) :
    Continuous (fun w : ℝ => (drudeTerm D g w).re) := by
  simp only [drudeTerm_re]
  have hne : ∀ w : ℝ, g ^ 2 + w ^ 2 ≠ 0 := fun w => by positivity
  have hc : Continuous (fun w : ℝ => g ^ 2 + w ^ 2) := by fun_prop
  exact continuous_const.mul (continuous_const.div hc hne)
```

The partial weight is then the fundamental theorem of calculus applied to $D\arctan(w/g)$. The integral `∫ w in (0 : ℝ)..W` is oriented, so the formula also holds for negative `W`, although only $W\ge0$ has the meaning of a cutoff.

```lean
/-- For a positive rate `g`, the weight of a Drude term between zero frequency and a
cutoff `W` is `D arctan (W / g)`. -/
theorem term_weight_below (D : ℝ) {g : ℝ} (hg : 0 < g) (W : ℝ) :
    ∫ w in (0 : ℝ)..W, (drudeTerm D g w).re = D * Real.arctan (W / g) := by
  have hd : ∀ w ∈ uIcc (0 : ℝ) W,
      HasDerivAt (fun x : ℝ => D * Real.arctan (x / g)) (drudeTerm D g w).re w := by
    intro w _
    rw [drudeTerm_re]
    exact (hasDerivAt_arctan_div hg w).const_mul D
  rw [intervalIntegral.integral_eq_sub_of_hasDerivAt hd
    ((continuous_drudeTerm_re D hg).intervalIntegrable 0 W), zero_div, Real.arctan_zero]
  ring
```

For the total weight, `Ioi 0` is the half-line $(0,\infty)$. The statement has two parts, integrability and value; since Lean assigns the integral of a non-integrable function the value zero, the first part is what makes the second a statement about a genuine integral. The proof works with the positive function $g/(g^2+w^2)$: `hd` gives its primitive, `hp` its sign and `hl` the limit $\pi/2$. The factor `D` is restored only afterwards, so its sign plays no role.

```lean
/-- For a positive rate, the absorptive part of a Drude term is integrable over all positive
frequencies, and its total weight is `(π / 2) D`. -/
theorem term_total_weight (D : ℝ) {g : ℝ} (hg : 0 < g) :
    IntegrableOn (fun w : ℝ => (drudeTerm D g w).re) (Ioi 0) ∧
      ∫ w in Ioi (0 : ℝ), (drudeTerm D g w).re = π / 2 * D := by
  simp only [drudeTerm_re]
  have hd : ∀ w ∈ Ici (0 : ℝ),
      HasDerivAt (fun x : ℝ => Real.arctan (x / g)) (g / (g ^ 2 + w ^ 2)) w :=
    fun w _ => hasDerivAt_arctan_div hg w
  have hp : ∀ w ∈ Ioi (0 : ℝ), 0 ≤ g / (g ^ 2 + w ^ 2) := fun w _ => by positivity
  -- the primitive saturates at a quarter turn
  have hl : Tendsto (fun x : ℝ => Real.arctan (x / g)) atTop (𝓝 (π / 2)) :=
    (Real.tendsto_arctan_atTop.mono_right nhdsWithin_le_nhds).comp
      (tendsto_id.atTop_div_const hg)
  have hi := integrableOn_Ioi_deriv_of_nonneg' hd hp hl
  have hv := integral_Ioi_of_hasDerivAt_of_nonneg' hd hp hl
  refine ⟨Integrable.const_mul hi D, ?_⟩
  rw [integral_const_mul, hv, zero_div, Real.arctan_zero]
  ring
```

The half-weight criterion inserts both formulas. In the forward direction, cancelling $D\ne0$ leaves $\arctan(W/g)=\arctan1$, and injectivity gives $W=g$. The reverse direction is the evaluation at $W=g$.

```lean
/-- For a Drude term with nonzero weight and positive rate `g`, a cutoff `W` leaves exactly
half of the total weight below it if and only if `W = g`. -/
theorem half_weight_iff {D g : ℝ} (hD : D ≠ 0) (hg : 0 < g) (W : ℝ) :
    ∫ w in (0 : ℝ)..W, (drudeTerm D g w).re =
      1 / 2 * ∫ w in Ioi (0 : ℝ), (drudeTerm D g w).re ↔ W = g := by
  rw [term_weight_below D hg, (term_total_weight D hg).2]
  constructor
  · intro h
    have h1 : Real.arctan (W / g) = Real.arctan 1 := by
      rw [Real.arctan_one]
      apply mul_left_cancel₀ hD
      linarith
    exact (div_eq_one_iff_eq hg.ne').mp (Real.arctan_injective h1)
  · intro h
    rw [h, div_self hg.ne', Real.arctan_one]
    ring
```

## Several carriers

The main theorem, `drude_sum_rule`, assumes only that every rate is positive. Its three parts say that $\operatorname{Re}\sigma$ is integrable on $(0,\infty)$, that its integral is $\frac\pi2\sum_jD_j$, and that each term has half of its own weight below its own rate. The last part concerns the terms separately and does not locate the half-weight frequency of the sum. In the proof, the real part is taken inside the finite sum, and integral and sum are exchanged, which is allowed because each term is integrable. The third part compares $D_j\arctan1$ with half of $\frac\pi2D_j$.

```lean
variable {ι : Type*} [Fintype ι]

/-- Drude sum rule: for positive rates, the real part of the conductivity is integrable over
positive frequencies with integral `(π / 2) ∑ D j`, and each term `j` has exactly half of its
own weight below `w = g j`. -/
theorem drude_sum_rule (D g : ι → ℝ) (hg : ∀ j, 0 < g j) :
    IntegrableOn (fun w : ℝ => (conductivity D g w).re) (Ioi 0) ∧
      ∫ w in Ioi (0 : ℝ), (conductivity D g w).re = π / 2 * ∑ j, D j ∧
      ∀ j, ∫ w in (0 : ℝ)..(g j), (drudeTerm (D j) (g j) w).re =
        1 / 2 * ∫ w in Ioi (0 : ℝ), (drudeTerm (D j) (g j) w).re := by
  simp only [conductivity, Complex.re_sum]
  refine ⟨MeasureTheory.integrable_finsetSum _ fun j _ => (term_total_weight (D j) (hg j)).1, ?_, ?_⟩
  · rw [MeasureTheory.integral_finsetSum _ fun j _ => (term_total_weight (D j) (hg j)).1, Finset.mul_sum]
    exact Finset.sum_congr rfl fun j _ => (term_total_weight (D j) (hg j)).2
  · intro j
    rw [term_weight_below (D j) (hg j), (term_total_weight (D j) (hg j)).2,
      div_self (hg j).ne', Real.arctan_one]
    ring
```

The partial sum rule is obtained by the same exchange on a bounded interval, followed by `term_weight_below` for each species.

```lean
/-- Partial sum rule: for positive rates, the conductivity weight between zero frequency and
a cutoff `W` is `∑ D j arctan (W / g j)`. -/
theorem partial_sum_rule (D g : ι → ℝ) (hg : ∀ j, 0 < g j) (W : ℝ) :
    ∫ w in (0 : ℝ)..W, (conductivity D g w).re = ∑ j, D j * Real.arctan (W / g j) := by
  simp only [conductivity, Complex.re_sum]
  rw [intervalIntegral.integral_finsetSum fun j _ =>
    (continuous_drudeTerm_re (D j) (hg j)).intervalIntegrable 0 W]
  exact Finset.sum_congr rfl fun j _ => term_weight_below (D j) (hg j) W
```

The bracketing theorem adds the hypothesis $D_j\ge0$, which holds for the classical weights $n_jq_j^2/m_j$. The numbers `a` and `b` are any lower and upper bounds on the rates, for example the smallest and the largest rate if there is at least one carrier. The auxiliary identity `hh` writes half of the total weight as $\sum_jD_j\arctan1$, so that all three quantities are sums over the same species. They are then compared term by term: the arctangent is monotone, and multiplication by a non-negative weight preserves each inequality.

```lean
/-- For non-negative weights and positive rates all lying between `a` and `b`, at most half of
the total conductivity weight lies below `a` and at least half lies below `b`. -/
theorem half_weight_bracket (D g : ι → ℝ) (hD : ∀ j, 0 ≤ D j) (hg : ∀ j, 0 < g j)
    {a b : ℝ} (ha : ∀ j, a ≤ g j) (hb : ∀ j, g j ≤ b) :
    ∫ w in (0 : ℝ)..a, (conductivity D g w).re ≤
        1 / 2 * ∫ w in Ioi (0 : ℝ), (conductivity D g w).re ∧
      1 / 2 * ∫ w in Ioi (0 : ℝ), (conductivity D g w).re ≤
        ∫ w in (0 : ℝ)..b, (conductivity D g w).re := by
  -- half of the total weight is the sum of the weights of the terms, each below its own rate
  have hh : 1 / 2 * (π / 2 * ∑ j, D j) = ∑ j, D j * Real.arctan 1 := by
    rw [← Finset.sum_mul, Real.arctan_one]
    ring
  rw [partial_sum_rule D g hg, partial_sum_rule D g hg, (drude_sum_rule D g hg).2.1, hh]
  constructor
  · refine Finset.sum_le_sum fun j _ => mul_le_mul_of_nonneg_left ?_ (hD j)
    exact Real.arctan_strictMono.monotone ((div_le_one (hg j)).mpr (ha j))
  · refine Finset.sum_le_sum fun j _ => mul_le_mul_of_nonneg_left ?_ (hD j)
    exact Real.arctan_strictMono.monotone ((one_le_div (hg j)).mpr (hb j))

end

end DrudeSumRule
```

```lean
#print axioms DrudeSumRule.term_total_weight
#print axioms DrudeSumRule.half_weight_iff
#print axioms DrudeSumRule.half_weight_bracket
```

```
'DrudeSumRule.term_total_weight' depends on axioms: [propext, Classical.choice, Quot.sound]
'DrudeSumRule.half_weight_iff' depends on axioms: [propext, Classical.choice, Quot.sound]
'DrudeSumRule.half_weight_bracket' depends on axioms: [propext, Classical.choice, Quot.sound]
```
